# A fixed real matching matrix of determinant 1 that reflects nothing at two distinct positive wavenumbers is $I$ or $-I$

**Q:** Give me a point scatterer that is not trivial but lets some wave through without reflection.

**A:** In suitable length units, let the value and slope just right of the origin be $\psi(0^+)=\psi'(0^-)$ and $\psi'(0^+)=-\psi(0^-)$. Send in $e^{ikx}$ from the left, with reflected wave $re^{-ikx}$ and transmitted wave $te^{ikx}$. Matching gives $t=ik(1-r)$ and $ikt=-(1+r)$, so
$$r=\frac{k^2-1}{k^2+1},\qquad t=\frac{2ik}{k^2+1}.$$
Reflection vanishes at $k=1$ and at no other positive wavenumber.

**Q:** What is the general setting?

**A:** A real matrix $M$ with $\det M=1$ maps $(\psi,\psi')$ at $0^-$ to $(\psi,\psi')$ at $0^+$. Real entries express time-reversal symmetry, and the determinant condition then expresses conservation of probability current. I number entries from zero, as Lean does: $M_{00},M_{01}$ in the top row, $M_{10},M_{11}$ below.

```lean
import Mathlib

open Matrix Complex

namespace GeneralPointScatterer

noncomputable section
```

The waves on the two sides are ordinary functions of position.

```lean
/-- The wave to the left of the scatterer: a unit incident wave plus a reflected wave of
amplitude `r`. -/
def leftWave (k : ℝ) (r : ℂ) (x : ℝ) : ℂ :=
  Complex.exp (I * k * x) + r * Complex.exp (-(I * k) * x)

/-- The wave to the right of the scatterer: a transmitted wave of amplitude `t`. -/
def rightWave (k : ℝ) (t : ℂ) (x : ℝ) : ℂ := t * Complex.exp (I * k * x)
```

**Q:** Those functions are defined on the whole line, and the physical wave may jump at the origin. Is a derivative at 0 legitimate?

**A:** Yes. Each formula is smooth, so its value and derivative at 0 equal the one-sided limits of the physical wave on its own side. `Scatters M k r t` says that $M$ carries the left pair to the right pair; `M.map Complex.ofReal` merely reads the real entries as complex numbers.

```lean
/-- The amplitudes `r` and `t` solve the scattering problem at wavenumber `k`: the matrix `M`
maps the value and slope of the left wave at the origin to those of the right wave. -/
def Scatters (M : Matrix (Fin 2) (Fin 2) ℝ) (k : ℝ) (r t : ℂ) : Prop :=
  ![rightWave k t 0, deriv (rightWave k t) 0] =
    M.map Complex.ofReal *ᵥ ![leftWave k r 0, deriv (leftWave k r) 0]
```

One family of matrices will matter later. It advances a free wave of wavenumber $k$ by a phase $\theta$.

```lean
/-- For `k ≠ 0`, the matrix that carries value and slope of a free wave of wavenumber `k` through
the phase `θ`. -/
def freePropagation (k θ : ℝ) : Matrix (Fin 2) (Fin 2) ℝ :=
  !![Real.cos θ, Real.sin θ / k; -(k * Real.sin θ), Real.cos θ]
```

**Q:** How do you get from functions to algebra?

**A:** Three auxiliary facts are needed: the derivative of $e^{cx}$ is $ce^{cx}$; $x+iy=0$ for real $x,y$ means $x=y=0$; and a point on the unit circle has an angle, obtained from the complex argument.

```lean
private lemma hasDerivAt_wave (c : ℂ) (x : ℝ) :
    HasDerivAt (fun y : ℝ => Complex.exp (c * y)) (c * Complex.exp (c * x)) x := by
  have h : HasDerivAt (fun y : ℂ => c * y) c (x : ℂ) :=
    ((hasDerivAt_id' (x : ℂ)).const_mul c).congr_deriv (mul_one c)
  exact h.cexp.comp_ofReal.congr_deriv (mul_comm _ _)

private lemma re_im_zero (x y : ℝ) : (x : ℂ) + y * I = 0 ↔ x = 0 ∧ y = 0 := by
  simp [Complex.ext_iff]

private lemma exists_angle (x y : ℝ) (h : x ^ 2 + y ^ 2 = 1) :
    ∃ θ : ℝ, Real.cos θ = x ∧ Real.sin θ = y := by
  have hn : ‖(⟨x, y⟩ : ℂ)‖ = 1 := by
    have h2 : ‖(⟨x, y⟩ : ℂ)‖ ^ 2 = 1 := by
      rw [← Complex.normSq_eq_norm_sq, Complex.normSq_mk]
      linear_combination h
    nlinarith [norm_nonneg (⟨x, y⟩ : ℂ)]
  have h0 : (⟨x, y⟩ : ℂ) ≠ 0 := by
    intro h0
    rw [h0, norm_zero] at hn
    exact zero_ne_one hn
  refine ⟨Complex.arg ⟨x, y⟩, ?_, ?_⟩
  · rw [Complex.cos_arg h0, hn, div_one]
  · rw [Complex.sin_arg, hn, div_one]
```

At the origin the left wave has value $1+r$ and slope $ik(1-r)$; the right wave has $t$ and $ikt$. Matching therefore reads
$$t=M_{00}(1+r)+ikM_{01}(1-r),\qquad ikt=M_{10}(1+r)+ikM_{11}(1-r).$$
The next theorem computes these values and slopes and expands the matrix product.

```lean
/-- The matching condition at the origin is a pair of linear equations for the reflection and
transmission amplitudes. -/
theorem scatters_iff (M : Matrix (Fin 2) (Fin 2) ℝ) (k : ℝ) (r t : ℂ) :
    Scatters M k r t ↔
      t = M 0 0 * (1 + r) + M 0 1 * (I * k * (1 - r)) ∧
      I * k * t = M 1 0 * (1 + r) + M 1 1 * (I * k * (1 - r)) := by
  have hl : deriv (leftWave k r) 0 = I * k * (1 - r) := by
    have h := (hasDerivAt_wave (I * k) 0).fun_add
      ((hasDerivAt_wave (-(I * k)) 0).const_mul r)
    refine HasDerivAt.deriv (h.congr_deriv ?_)
    rw [Complex.ofReal_zero, mul_zero, mul_zero, Complex.exp_zero]
    ring
  have hr : deriv (rightWave k t) 0 = I * k * t := by
    have h := (hasDerivAt_wave (I * k) 0).const_mul t
    refine HasDerivAt.deriv (h.congr_deriv ?_)
    rw [Complex.ofReal_zero, mul_zero, Complex.exp_zero]
    ring
  have hl0 : leftWave k r 0 = 1 + r := by simp [leftWave]
  have hr0 : rightWave k t 0 = t := by simp [rightWave]
  unfold Scatters
  rw [hl, hr, hl0, hr0, funext_iff, Fin.forall_fin_two]
  simp [Matrix.mulVec, dotProduct, Fin.sum_univ_two]
```

**Q:** Then eliminate $t$.

**A:** Put the first equation into the second and collect the terms in $r$. The result is $rD=N$, with
$$D=k^2M_{01}-M_{10}+ik(M_{00}+M_{11}),\qquad N=M_{10}+k^2M_{01}+ik(M_{11}-M_{00}).$$
In Lean these are `den` and `num`.

```lean
private def den (M : Matrix (Fin 2) (Fin 2) ℝ) (k : ℝ) : ℂ :=
  ((k ^ 2 * M 0 1 - M 1 0 : ℝ) : ℂ) + ((k * (M 0 0 + M 1 1) : ℝ) : ℂ) * I

private def num (M : Matrix (Fin 2) (Fin 2) ℝ) (k : ℝ) : ℂ :=
  ((M 1 0 + k ^ 2 * M 0 1 : ℝ) : ℂ) + ((k * (M 1 1 - M 0 0) : ℝ) : ℂ) * I
```

**Q:** And if $D=0$?

**A:** Then $M_{11}=-M_{00}$ and $M_{10}=k^2M_{01}$, so $\det M=-(M_{00}^2+k^2M_{01}^2)\le 0$, contradicting $\det M=1$. `den_ne_zero` is this argument. `reflection_eq` is the elimination: the second equation minus $ik$ times the first, with $i^2=-1$.

```lean
private lemma den_ne_zero {M : Matrix (Fin 2) (Fin 2) ℝ} (hM : M.det = 1) {k : ℝ}
    (hk : 0 < k) : den M k ≠ 0 := by
  intro h
  obtain ⟨h1, h2⟩ := (re_im_zero _ _).mp h
  have h3 : M 0 0 + M 1 1 = 0 := (mul_eq_zero.mp h2).resolve_left hk.ne'
  rw [Matrix.det_fin_two] at hM
  -- a vanishing denominator would make the determinant non-positive
  have h4 : M 0 0 * M 1 1 - M 0 1 * M 1 0 = -((M 0 0) ^ 2 + (k * M 0 1) ^ 2) := by
    linear_combination M 0 0 * h3 + M 0 1 * h1
  linarith [sq_nonneg (M 0 0), sq_nonneg (k * M 0 1)]

private lemma reflection_eq {M : Matrix (Fin 2) (Fin 2) ℝ} {k : ℝ} {r t : ℂ}
    (h : Scatters M k r t) : r * den M k = num M k := by
  obtain ⟨h1, h2⟩ := (scatters_iff M k r t).mp h
  simp only [den, num]
  push_cast
  linear_combination h2 - I * k * h1 - (k : ℂ) ^ 2 * M 0 1 * (1 - r) * Complex.I_sq
```

**Q:** The later theorems assume that `Scatters` holds. Might they be about nothing?

**A:** No. For each $k>0$ there is exactly one pair $(r,t)$: take $r=N/D$ and read $t$ off the first matching equation. Any other solution obeys the same equation $rD=N$, hence has the same $r$ and then the same $t$.

```lean
/-- At every positive wavenumber the scattering problem has exactly one pair of reflection and
transmission amplitudes. -/
theorem existsUnique_amplitudes {M : Matrix (Fin 2) (Fin 2) ℝ} (hM : M.det = 1) {k : ℝ}
    (hk : 0 < k) : ∃! p : ℂ × ℂ, Scatters M k p.1 p.2 := by
  have hd := den_ne_zero hM hk
  obtain ⟨r, hr⟩ : ∃ r : ℂ, r * den M k = num M k :=
    ⟨num M k / den M k, div_mul_cancel₀ _ hd⟩
  refine ⟨(r, M 0 0 * (1 + r) + M 0 1 * (I * k * (1 - r))), ?_, ?_⟩
  · refine (scatters_iff _ _ _ _).mpr ⟨rfl, ?_⟩
    simp only [den, num] at hr
    push_cast at hr
    linear_combination hr + (k : ℂ) ^ 2 * M 0 1 * (1 - r) * Complex.I_sq
  · rintro ⟨r', t'⟩ h
    have hr' : r' = r := mul_right_cancel₀ hd ((reflection_eq h).trans hr.symm)
    have ht := ((scatters_iff _ _ _ _).mp h).1
    subst hr'
    exact Prod.ext rfl ht
```

**Q:** Are they physical amplitudes, with probabilities adding to one?

**A:** Write $\psi_\pm,\psi'_\pm$ for the data at $0^\pm$. Since $M$ is real, the terms in $|\psi_-|^2$ and $|\psi'_-|^2$ contribute nothing to the imaginary part, and
$$\operatorname{Im}(\psi_+^*\psi_+')=(M_{00}M_{11}-M_{01}M_{10})\operatorname{Im}(\psi_-^*\psi_-').$$
The left side is $k|t|^2$, and $\operatorname{Im}(\psi_-^*\psi_-')$, the current at $0^-$ in units of $\hbar/m$, is $k(1-|r|^2)$. With determinant 1 and $k>0$ this gives $|r|^2+|t|^2=1$. The Lean proof does the same with the real and imaginary parts of the matching equations, `e1` to `e4`.

```lean
/-- Flux is conserved: the reflection and transmission probabilities add up to one. -/
theorem flux_conservation {M : Matrix (Fin 2) (Fin 2) ℝ} (hM : M.det = 1) {k : ℝ}
    (hk : 0 < k) {r t : ℂ} (h : Scatters M k r t) : ‖r‖ ^ 2 + ‖t‖ ^ 2 = 1 := by
  obtain ⟨h1, h2⟩ := (scatters_iff M k r t).mp h
  rw [Matrix.det_fin_two] at hM
  have e1 : t.re = M 0 0 * (1 + r.re) + M 0 1 * (k * r.im) := by
    have := congrArg Complex.re h1
    simp at this
    linear_combination this
  have e2 : t.im = M 0 0 * r.im + M 0 1 * (k * (1 - r.re)) := by
    have := congrArg Complex.im h1
    simp at this
    linear_combination this
  have e3 : -(k * t.im) = M 1 0 * (1 + r.re) + M 1 1 * (k * r.im) := by
    have := congrArg Complex.re h2
    simp at this
    linear_combination this
  have e4 : k * t.re = M 1 0 * r.im + M 1 1 * (k * (1 - r.re)) := by
    have := congrArg Complex.im h2
    simp at this
    linear_combination this
  rw [← Complex.normSq_eq_norm_sq, ← Complex.normSq_eq_norm_sq, Complex.normSq_apply,
    Complex.normSq_apply]
  -- the current on the right is the determinant times the current on the left
  apply mul_left_cancel₀ hk.ne'
  linear_combination t.re * e4 - t.im * e3
    + (M 1 0 * r.im + M 1 1 * (k * (1 - r.re))) * e1
    - (M 1 0 * (1 + r.re) + M 1 1 * (k * r.im)) * e2
    + k * (1 - r.re ^ 2 - r.im ^ 2) * hM
```

**Q:** Now the condition for no reflection.

**A:** Since $D\ne0$, $r=0$ exactly when $N=0$. The imaginary part of $N$ gives $M_{00}=M_{11}$, and the real part gives $M_{10}=-k^2M_{01}$.

```lean
/-- Reflection at wavenumber `k` vanishes exactly when the diagonal entries of `M` agree and
the lower left entry is `-k ^ 2` times the upper right one. -/
theorem reflection_eq_zero_iff {M : Matrix (Fin 2) (Fin 2) ℝ} (hM : M.det = 1) {k : ℝ}
    (hk : 0 < k) {r t : ℂ} (h : Scatters M k r t) :
    r = 0 ↔ M 0 0 = M 1 1 ∧ M 1 0 = -k ^ 2 * M 0 1 := by
  have hr : r = 0 ↔ num M k = 0 := by
    rw [← reflection_eq h, mul_eq_zero, or_iff_left (den_ne_zero hM hk)]
  rw [hr, num, re_im_zero]
  constructor
  · rintro ⟨h1, h2⟩
    have h3 := (mul_eq_zero.mp h2).resolve_left hk.ne'
    exact ⟨by linarith, by linarith⟩
  · rintro ⟨h1, h2⟩
    exact ⟨by rw [h2]; ring, by rw [h1]; ring⟩
```

The wavenumber enters only the second condition. If it holds at $k_1\neq k_2$, subtraction gives $(k_1-k_2)(k_1+k_2)M_{01}=0$. The first two factors are nonzero, so $M_{01}=0$ and then $M_{10}=0$. The determinant becomes $M_{00}^2=1$, so $M=I$ or $M=-I$. Conversely, both matrices satisfy the conditions at every $k$. The proof follows these steps and finishes by comparing entries.

```lean
/-- Reflection vanishes at two distinct positive wavenumbers exactly when `M` is the identity
or minus the identity. -/
theorem reflectionless_twice_iff {M : Matrix (Fin 2) (Fin 2) ℝ} (hM : M.det = 1)
    {k₁ k₂ : ℝ} (hk₁ : 0 < k₁) (hk₂ : 0 < k₂) (hne : k₁ ≠ k₂) {r₁ t₁ r₂ t₂ : ℂ}
    (h₁ : Scatters M k₁ r₁ t₁) (h₂ : Scatters M k₂ r₂ t₂) :
    (r₁ = 0 ∧ r₂ = 0) ↔ (M = 1 ∨ M = -1) := by
  rw [reflection_eq_zero_iff hM hk₁ h₁, reflection_eq_zero_iff hM hk₂ h₂]
  constructor
  · rintro ⟨⟨hd, hc₁⟩, -, hc₂⟩
    -- the two conditions on the off-diagonal entries are compatible only if both vanish
    have hb : M 0 1 = 0 := by
      have h : (k₁ - k₂) * ((k₁ + k₂) * M 0 1) = 0 := by linear_combination hc₁ - hc₂
      have h' := (mul_eq_zero.mp h).resolve_left (sub_ne_zero.mpr hne)
      exact (mul_eq_zero.mp h').resolve_left (by positivity)
    have hc : M 1 0 = 0 := by rw [hc₁, hb, mul_zero]
    rw [Matrix.det_fin_two, hb, ← hd, zero_mul, sub_zero] at hM
    rcases mul_self_eq_one_iff.mp hM with ha | ha
    · left
      ext i j
      fin_cases i <;> fin_cases j <;> simp [hb, hc, ha, ← hd]
    · right
      ext i j
      fin_cases i <;> fin_cases j <;> simp [hb, hc, ha, ← hd]
  · rintro (h | h) <;> simp [h]
```

**Q:** But a square well can transmit perfectly at many energies.

**A:** Its transfer matrix depends on energy. Here the same `M` appears in `h₁` and `h₂`, so the theorem concerns an energy-independent matching condition at one point. For such a scatterer in one-particle quantum mechanics, with time-reversal symmetry (real $M$), perfect transmission at two energies leaves at most a sign change of the wave function across the origin. The statements treat incidence from the left, and a matrix $M$ cannot describe an impenetrable wall that decouples the two half-lines.

**Q:** Is one wavenumber really too weak, beyond your opening example?

**A:** Yes, and for each $k>0$ all the matrices without reflection at $k$ can be listed, $I$ and $-I$ among them. The free propagation matrix
$$\begin{pmatrix}\cos\theta&\sin\theta/k\\-k\sin\theta&\cos\theta\end{pmatrix}$$
has determinant $\cos^2\theta+\sin^2\theta=1$ and sends $(1,ik)$ to $e^{i\theta}(1,ik)$. So $r=0$ and $t=e^{i\theta}$ solve the matching equations, which Lean checks one by one.

```lean
/-- The free propagation matrix has determinant one and transmits a wave of its own wavenumber
without reflection, with transmission amplitude `exp (i θ)`. -/
theorem freePropagation_scatters {k : ℝ} (hk : 0 < k) (θ : ℝ) :
    (freePropagation k θ).det = 1 ∧
      Scatters (freePropagation k θ) k 0 (Complex.exp (θ * I)) := by
  have hs : Real.sin θ / k * k = Real.sin θ := div_mul_cancel₀ _ hk.ne'
  have hsc : ((Real.sin θ / k : ℝ) : ℂ) * k = (Real.sin θ : ℂ) := by
    rw [← Complex.ofReal_mul, hs]
  have he : Complex.exp (θ * I) = (Real.cos θ : ℂ) + (Real.sin θ : ℂ) * I := by
    rw [Complex.exp_mul_I, Complex.ofReal_cos, Complex.ofReal_sin]
  constructor
  · rw [freePropagation, Matrix.det_fin_two_of]
    linear_combination Real.sin_sq_add_cos_sq θ + Real.sin θ * hs
  · rw [scatters_iff, he]
    constructor
    · change _ = ((Real.cos θ : ℝ) : ℂ) * (1 + 0)
        + ((Real.sin θ / k : ℝ) : ℂ) * (I * k * (1 - 0))
      linear_combination (-I) * hsc
    · change _ = ((-(k * Real.sin θ) : ℝ) : ℂ) * (1 + 0)
        + ((Real.cos θ : ℝ) : ℂ) * (I * k * (1 - 0))
      rw [Complex.ofReal_neg, Complex.ofReal_mul]
      linear_combination ((k : ℂ) * (Real.sin θ : ℂ)) * Complex.I_sq
```

Conversely, if $r=0$ at $k$, the two conditions turn $\det M=1$ into $M_{00}^2+(kM_{01})^2=1$. Choose $\theta$ with $\cos\theta=M_{00}$ and $\sin\theta=kM_{01}$; then $M_{10}=-k^2M_{01}=-k\sin\theta$, and $M$ is the matrix above. `exists_angle` supplies $\theta$, and the four entries are compared in turn. The opening example is $k=1$, $\theta=\pi/2$, with $t=i$.

```lean
/-- Reflection vanishes at the single wavenumber `k` exactly when `M` is a free propagation
matrix for that wavenumber. -/
theorem reflectionless_iff_freePropagation {M : Matrix (Fin 2) (Fin 2) ℝ} (hM : M.det = 1)
    {k : ℝ} (hk : 0 < k) {r t : ℂ} (h : Scatters M k r t) :
    r = 0 ↔ ∃ θ : ℝ, M = freePropagation k θ := by
  rw [reflection_eq_zero_iff hM hk h]
  constructor
  · rintro ⟨hd, hc⟩
    rw [Matrix.det_fin_two] at hM
    -- the determinant condition places (M 0 0, k * M 0 1) on the unit circle
    obtain ⟨θ, hcos, hsin⟩ := exists_angle (M 0 0) (k * M 0 1)
      (by linear_combination hM + M 0 0 * hd + M 0 1 * hc)
    have e01 : M 0 1 = Real.sin θ / k := by
      rw [hsin, mul_div_cancel_left₀ _ hk.ne']
    have e10 : M 1 0 = -(k * Real.sin θ) := by
      rw [hsin, hc]
      ring
    refine ⟨θ, ?_⟩
    ext i j
    fin_cases i <;> fin_cases j
    · exact hcos.symm
    · exact e01
    · exact e10
    · exact hd.symm.trans hcos.symm
  · rintro ⟨θ, rfl⟩
    refine ⟨rfl, ?_⟩
    change -(k * Real.sin θ) = -k ^ 2 * (Real.sin θ / k)
    have hs : Real.sin θ / k * k = Real.sin θ := div_mul_cancel₀ _ hk.ne'
    linear_combination k * hs

end

end GeneralPointScatterer
```

```lean
#print axioms GeneralPointScatterer.flux_conservation
#print axioms GeneralPointScatterer.reflectionless_twice_iff
#print axioms GeneralPointScatterer.freePropagation_scatters
#print axioms GeneralPointScatterer.reflectionless_iff_freePropagation
```

```
'GeneralPointScatterer.flux_conservation' depends on axioms: [propext, Classical.choice, Quot.sound]
'GeneralPointScatterer.reflectionless_twice_iff' depends on axioms: [propext, Classical.choice, Quot.sound]
'GeneralPointScatterer.freePropagation_scatters' depends on axioms: [propext, Classical.choice, Quot.sound]
'GeneralPointScatterer.reflectionless_iff_freePropagation' depends on axioms: [propext, Classical.choice, Quot.sound]
```
